# With a squared-exponential kernel, adding noise-free forces to a noise-free energy label lowers the error variance nearby from order r² to order r⁴

The energy f(x) at a configuration x is to be predicted from the exact energy and force at one reference configuration, the origin. Before any label is seen, f is a Gaussian process with mean zero and covariance K(x,y) = exp(−‖x−y‖²/(2s²)), where s > 0 is the length scale; below, r = ‖x‖ and k = K(x,0).

```lean
import Mathlib

open Filter Topology

namespace GaussianProcessForceLabels

noncomputable section

variable {E : Type*} [NormedAddCommGroup E] [InnerProductSpace ℝ E]

/-- The squared-exponential covariance of the energies at `x` and `y`, with length scale
`s ≠ 0`. -/
def seKernel (s : ℝ) (x y : E) : ℝ := Real.exp (-‖x - y‖ ^ 2 / (2 * s ^ 2))

/-- Mean-square error of predicting the energy at `x` by `a` times the energy at the origin plus
the derivative of the energy there along `b`, for length scale `s ≠ 0`. Covariances with
derivatives are derivatives of the kernel. -/
def errorVariance (s : ℝ) (x : E) (a : ℝ) (b : E) : ℝ :=
  seKernel s x x - 2 * a * seKernel s x 0 - 2 * deriv (fun t : ℝ => seKernel s x (t • b)) 0
    + a ^ 2 * seKernel s (0 : E) 0 + 2 * a * deriv (fun t : ℝ => seKernel s 0 (t • b)) 0
    + deriv (fun u : ℝ => deriv (fun t : ℝ => seKernel s (u • b) (t • b)) 0) 0

/-- The optimal error variance at `x` when only the energy at the origin is known (`s ≠ 0`). -/
def energyVariance (s : ℝ) (x : E) : ℝ :=
  sInf (Set.range fun a : ℝ => errorVariance s x a 0)

/-- The optimal error variance at `x` when energy and force at the origin are known (`s ≠ 0`). -/
def energyForceVariance (s : ℝ) (x : E) : ℝ :=
  sInf (Set.range fun p : ℝ × E => errorVariance s x p.1 p.2)

/-- The covariance of the energy at `x` with the slope along `b` at the origin is
`k ⟨x, b⟩ / s²`, where `k` is the kernel between `x` and the origin. -/
theorem hasDerivAt_seKernel (s : ℝ) (x b : E) :
    HasDerivAt (fun t : ℝ => seKernel s x (t • b))
      (seKernel s x 0 * (inner ℝ x b / s ^ 2)) 0 := by
  -- along the line the exponent is a quadratic polynomial in t
  have hf : (fun t : ℝ => seKernel s x (t • b)) = fun t : ℝ =>
      Real.exp (-‖x‖ ^ 2 / (2 * s ^ 2)
        + (t * (inner ℝ x b / s ^ 2) - t ^ 2 * (‖b‖ ^ 2 / (2 * s ^ 2)))) := by
    funext t
    rw [seKernel, norm_sub_sq_real, inner_smul_right, norm_smul, mul_pow,
      Real.norm_eq_abs, sq_abs]
    congr 1
    ring
  have h := ((((hasDerivAt_id' (0 : ℝ)).mul_const (inner ℝ x b / s ^ 2)).fun_sub
    ((hasDerivAt_pow 2 (0 : ℝ)).mul_const (‖b‖ ^ 2 / (2 * s ^ 2)))).const_add
      (-‖x‖ ^ 2 / (2 * s ^ 2))).exp
  rw [hf]
  refine h.congr_deriv ?_
  simp [seKernel]

/-- The prior variance of the slope along `b` at the origin is `‖b‖² / s²`. -/
theorem slope_variance (s : ℝ) (b : E) :
    deriv (fun u : ℝ => deriv (fun t : ℝ => seKernel s (u • b) (t • b)) 0) 0
      = ‖b‖ ^ 2 / s ^ 2 := by
  have hsym : ∀ u : ℝ, seKernel s (u • b) 0 = seKernel s 0 (u • b) := by
    intro u
    simp [seKernel]
  have hf : (fun u : ℝ => deriv (fun t : ℝ => seKernel s (u • b) (t • b)) 0)
      = fun u : ℝ => seKernel s 0 (u • b) * (u * (‖b‖ ^ 2 / s ^ 2)) := by
    funext u
    rw [(hasDerivAt_seKernel s (u • b) b).deriv, hsym, real_inner_smul_left,
      real_inner_self_eq_norm_sq, mul_div_assoc]
  have h := (hasDerivAt_seKernel s 0 b).fun_mul
    ((hasDerivAt_id' (0 : ℝ)).mul_const (‖b‖ ^ 2 / s ^ 2))
  rw [hf, h.deriv]
  simp [seKernel]

/-- The error variance as an explicit quadratic function of the weights `a` and `b`. -/
theorem errorVariance_eq (s : ℝ) (x : E) (a : ℝ) (b : E) :
    errorVariance s x a b = 1 - 2 * a * seKernel s x 0
      - 2 * seKernel s x 0 * inner ℝ x b / s ^ 2 + a ^ 2 + ‖b‖ ^ 2 / s ^ 2 := by
  have hK : ∀ y : E, seKernel s y y = 1 := by
    intro y
    simp [seKernel]
  rw [errorVariance, (hasDerivAt_seKernel s x b).deriv, (hasDerivAt_seKernel s 0 b).deriv,
    slope_variance]
  simp only [hK, inner_zero_left]
  ring

/-- With energy and force labels at the origin and `s > 0`, the least error variance at `x` is
`1 - (1 + ‖x‖²/s²) k²`, and it is attained only by the weights `a = k`, `b = k x`, where `k` is the
kernel between `x` and the origin. -/
theorem energyForce_isLeast {s : ℝ} (hs : 0 < s) (x : E) :
    IsLeast (Set.range fun p : ℝ × E => errorVariance s x p.1 p.2)
      (1 - (1 + ‖x‖ ^ 2 / s ^ 2) * seKernel s x 0 ^ 2) ∧
    ∀ (a : ℝ) (b : E),
      errorVariance s x a b = 1 - (1 + ‖x‖ ^ 2 / s ^ 2) * seKernel s x 0 ^ 2 ↔
        a = seKernel s x 0 ∧ b = seKernel s x 0 • x := by
  -- complete the square in both weights
  have key : ∀ (a : ℝ) (b : E), errorVariance s x a b
      = 1 - (1 + ‖x‖ ^ 2 / s ^ 2) * seKernel s x 0 ^ 2
        + (a - seKernel s x 0) ^ 2 + ‖b - seKernel s x 0 • x‖ ^ 2 / s ^ 2 := by
    intro a b
    rw [errorVariance_eq, norm_sub_sq_real, inner_smul_right, norm_smul, mul_pow,
      Real.norm_eq_abs, sq_abs, real_inner_comm x b]
    ring
  refine ⟨⟨⟨(seKernel s x 0, seKernel s x 0 • x), ?_⟩, ?_⟩, fun a b => ?_⟩
  · show errorVariance s x (seKernel s x 0) (seKernel s x 0 • x) = _
    rw [key]
    simp
  · rintro _ ⟨p, rfl⟩
    show _ ≤ errorVariance s x p.1 p.2
    rw [key]
    have h1 := sq_nonneg (p.1 - seKernel s x 0)
    have h2 : 0 ≤ ‖p.2 - seKernel s x 0 • x‖ ^ 2 / s ^ 2 := by positivity
    linarith
  · rw [key]
    constructor
    · intro h
      have h1 := sq_nonneg (a - seKernel s x 0)
      have h2 : 0 ≤ ‖b - seKernel s x 0 • x‖ ^ 2 / s ^ 2 := by positivity
      have h3 : (a - seKernel s x 0) ^ 2 = 0 := by linarith
      have h4 : ‖b - seKernel s x 0 • x‖ ^ 2 / s ^ 2 = 0 := by linarith
      have h5 := (div_eq_zero_iff.mp h4).resolve_right (pow_pos hs 2).ne'
      exact ⟨sub_eq_zero.mp ((pow_eq_zero_iff two_ne_zero).mp h3),
        sub_eq_zero.mp (norm_eq_zero.mp ((pow_eq_zero_iff two_ne_zero).mp h5))⟩
    · rintro ⟨rfl, rfl⟩
      simp

/-- With the energy label alone, the least error variance at `x` is `1 - k²`, where `k` is the
kernel between `x` and the origin. -/
theorem energy_isLeast (s : ℝ) (x : E) :
    IsLeast (Set.range fun a : ℝ => errorVariance s x a 0) (1 - seKernel s x 0 ^ 2) := by
  have key : ∀ a : ℝ, errorVariance s x a 0
      = 1 - seKernel s x 0 ^ 2 + (a - seKernel s x 0) ^ 2 := by
    intro a
    rw [errorVariance_eq, inner_zero_right, norm_zero]
    ring
  refine ⟨⟨seKernel s x 0, ?_⟩, ?_⟩
  · show errorVariance s x (seKernel s x 0) 0 = _
    rw [key]
    ring
  · rintro _ ⟨a, rfl⟩
    show _ ≤ errorVariance s x a 0
    rw [key]
    linarith [sq_nonneg (a - seKernel s x 0)]

omit [InnerProductSpace ℝ E] in
private lemma seKernel_sq (s : ℝ) (x : E) :
    seKernel s x 0 ^ 2 = Real.exp (-(‖x‖ ^ 2 / s ^ 2)) := by
  rw [seKernel, sub_zero, ← Real.exp_nat_mul]
  congr 1
  push_cast
  ring

omit [InnerProductSpace ℝ E] in
private lemma tendsto_of_bound {s : ℝ} (hs : 0 < s) (f : ℝ → ℝ)
    (h : ∀ u, 0 < u → u ≤ 1 → |f u - 1| ≤ 2 * u) :
    Tendsto (fun x : E => f (‖x‖ ^ 2 / s ^ 2)) (𝓝[≠] 0) (𝓝 1) := by
  have h0 : Continuous (fun x : E => ‖x‖ ^ 2 / s ^ 2) := (continuous_norm.pow 2).div_const _
  have hc : Tendsto (fun x : E => ‖x‖ ^ 2 / s ^ 2) (𝓝[≠] 0) (𝓝 0) :=
    (h0.tendsto' 0 0 (by simp)).mono_left nhdsWithin_le_nhds
  have h2 : Tendsto (fun x : E => 2 * (‖x‖ ^ 2 / s ^ 2)) (𝓝[≠] 0) (𝓝 0) := by
    have h3 := hc.const_mul (2 : ℝ)
    rwa [mul_zero] at h3
  rw [tendsto_iff_norm_sub_tendsto_zero]
  refine squeeze_zero' (Eventually.of_forall fun _ => norm_nonneg _) ?_ h2
  filter_upwards [self_mem_nhdsWithin, hc (Iic_mem_nhds one_pos)] with x hx hx1
  have hn : 0 < ‖x‖ := norm_pos_iff.mpr hx
  exact h _ (by positivity) hx1

/-- For `s > 0`, the optimal variance with energy and force labels is asymptotic to
`‖x‖⁴ / (2 s⁴)` as `x` approaches the labelled point. -/
theorem energyForceVariance_asymptotic {s : ℝ} (hs : 0 < s) :
    Tendsto (fun x : E => energyForceVariance s x / (‖x‖ ^ 4 / (2 * s ^ 4)))
      (𝓝[≠] 0) (𝓝 1) := by
  have hb : ∀ u : ℝ, 0 < u → u ≤ 1 →
      |(1 - (1 + u) * Real.exp (-u)) / (u ^ 2 / 2) - 1| ≤ 2 * u := by
    intro u h0 h1
    -- third-order Taylor remainder of the exponential
    have ht := Real.exp_bound (x := -u) (by rw [abs_neg, abs_of_pos h0]; exact h1)
      (n := 3) (by norm_num)
    have hsum : ∑ m ∈ Finset.range 3, (-u) ^ m / (m.factorial : ℝ) = 1 - u + u ^ 2 / 2 := by
      simp only [Finset.sum_range_succ, Finset.sum_range_zero, Nat.factorial]
      push_cast
      ring
    rw [hsum, abs_neg, abs_of_pos h0] at ht
    have ht' : |Real.exp (-u) - (1 - u + u ^ 2 / 2)| ≤ u ^ 3 * (2 / 9) :=
      ht.trans_eq (by norm_num [Nat.factorial])
    obtain ⟨hl, hr⟩ := abs_le.mp ht'
    have hu : 0 < u ^ 2 / 2 := by positivity
    have hp : 0 ≤ 1 + u := by linarith
    have h3 : 0 < u ^ 3 := by positivity
    have h4 : 0 ≤ u ^ 3 * (1 - u) := mul_nonneg h3.le (by linarith)
    have hl' := mul_le_mul_of_nonneg_left hl hp
    have hr' := mul_le_mul_of_nonneg_left hr hp
    rw [div_sub_one hu.ne', abs_div, abs_of_pos hu, div_le_iff₀ hu, abs_le]
    constructor <;> nlinarith
  refine (tendsto_of_bound hs
    (fun u => (1 - (1 + u) * Real.exp (-u)) / (u ^ 2 / 2)) hb).congr fun x => ?_
  have e : ‖x‖ ^ 4 / (2 * s ^ 4) = (‖x‖ ^ 2 / s ^ 2) ^ 2 / 2 := by ring
  rw [energyForceVariance, (energyForce_isLeast hs x).1.csInf_eq, seKernel_sq, e]

/-- For `s > 0`, the optimal variance with the energy label alone is asymptotic to
`‖x‖² / s²` as `x` approaches the labelled point. -/
theorem energyVariance_asymptotic {s : ℝ} (hs : 0 < s) :
    Tendsto (fun x : E => energyVariance s x / (‖x‖ ^ 2 / s ^ 2)) (𝓝[≠] 0) (𝓝 1) := by
  have hb : ∀ u : ℝ, 0 < u → u ≤ 1 → |(1 - Real.exp (-u)) / u - 1| ≤ 2 * u := by
    intro u h0 h1
    have ht := Real.abs_exp_sub_one_sub_id_le (x := -u)
      (by rw [abs_neg, abs_of_pos h0]; exact h1)
    obtain ⟨hl, hr⟩ := abs_le.mp ht
    rw [div_sub_one h0.ne', abs_div, abs_of_pos h0, div_le_iff₀ h0, abs_le]
    constructor <;> nlinarith [sq_nonneg u]
  refine (tendsto_of_bound hs (fun u => (1 - Real.exp (-u)) / u) hb).congr fun x => ?_
  rw [energyVariance, (energy_isLeast s x).csInf_eq, seKernel_sq]

/-- Force labels double the order: for `s > 0`, the optimal variance with energy and force labels
divided by the square of that with the energy label alone tends to `1/2` at the labelled point. -/
theorem force_labels_double_order {s : ℝ} (hs : 0 < s) :
    Tendsto (fun x : E => energyForceVariance s x / energyVariance s x ^ 2)
      (𝓝[≠] 0) (𝓝 (1 / 2)) := by
  have h := ((energyForceVariance_asymptotic (E := E) hs).div
    ((energyVariance_asymptotic (E := E) hs).pow 2) (by norm_num)).div_const 2
  rw [one_pow, div_one] at h
  refine h.congr' ?_
  filter_upwards [self_mem_nhdsWithin] with x hx
  have hn : ‖x‖ ≠ 0 := norm_ne_zero_iff.mpr hx
  show energyForceVariance s x / (‖x‖ ^ 4 / (2 * s ^ 4))
    / (energyVariance s x / (‖x‖ ^ 2 / s ^ 2)) ^ 2 / 2 = _
  by_cases hv : energyVariance s x = 0
  · simp [hv]
  · field_simp

end

end GaussianProcessForceLabels
```

```lean
#print axioms GaussianProcessForceLabels.force_labels_double_order
-- 'GaussianProcessForceLabels.force_labels_double_order' depends on axioms: [propext, Classical.choice, Quot.sound]
```

## Predictor and prior

The prediction is a f(0) + D_b f(0), where a is a number, b a vector of weights and D_b the derivative along b. The force F at the origin is minus the gradient, so D_b f(0) = −⟨F,b⟩, and b sets the weights given to the force components. For a Gaussian process with mean zero, the predictor with the least mean-square error is linear in the labels, so nothing is lost by considering only this form.

In Lean, configurations are elements of a real inner product space `E`, `seKernel` is K, and `errorVariance s x a b` is the mean-square error of this prediction. `energyForceVariance` is its infimum over all a and b, and `energyVariance` its infimum over a with b = 0.

The prior variance K(x,x) = 1 means that energies are measured in units of their prior standard deviation. The labels carry no noise and s is fixed. The kernel is unchanged when both configurations are rotated together, but in general not when only one is, so the prior does not force the energy to be invariant under rotation; the same holds for exchange of identical atoms. No random process is constructed: the covariances with slopes are defined as derivatives of K. The error variance is an average over this prior, not a bound on the error for one given energy surface.

## The error as a quadratic form

Along the line tb, the kernel is

K(x,tb) = exp(−r²/(2s²) + t⟨x,b⟩/s² − t²‖b‖²/(2s²)).

Its derivative at t = 0 is the covariance of f(x) with the slope:

Cov(f(x), D_b f(0)) = k⟨x,b⟩/s².

This is `hasDerivAt_seKernel`. At x = 0 it vanishes, so energy and slope at the same point are uncorrelated. At x = ub it equals K(ub,0) u‖b‖²/s², and differentiating in u at 0 gives the slope variance ‖b‖²/s², which is `slope_variance`. Expanding the squared error then gives `errorVariance_eq`:

V(a,b) = 1 − 2ak − 2k⟨x,b⟩/s² + a² + ‖b‖²/s².

In one dimension, with x = r > 0, this is 1 − 2ak − 2brk/s² + a² + b²/s².

## The best weights

Completing both squares gives

V(a,b) = 1 − (1 + r²/s²)k² + (a−k)² + ‖b−kx‖²/s².

The last two terms are non-negative and vanish together only at a = k, b = kx. `energyForce_isLeast` therefore states that the minimum is 1 − (1 + r²/s²)k² and that only these weights attain it. The identity is called `key` in its proof. With b = 0, the same step in a alone gives the minimum 1 − k², which is `energy_isLeast`.

At x = 0 we have k = 1 and both minima are zero, as they should be at a point whose energy is known.

## Close to the labelled point

Put u = r²/s², so that k² = exp(−u) (`seKernel_sq`). The device that fixes the order is Mathlib's `Real.exp_bound`, a Taylor estimate with an explicit remainder. With three terms and 0 < u ≤ 1 it gives

exp(−u) = 1 − u + u²/2 + ρ, |ρ| ≤ 2u³/9.

Multiplying by 1 + u cancels the linear term:

1 − (1+u)exp(−u) = u²/2 − u³/2 − (1+u)ρ.

The last two terms are together at most u³/2 + 4u³/9 ≤ u³ in size, so the quotient by u²/2 differs from 1 by at most 2u. For the energy label alone, |exp(−u) − 1 + u| ≤ u² puts (1 − exp(−u))/u within u of 1. `tendsto_of_bound` turns both bounds into limits as x → 0 with x ≠ 0, written `𝓝[≠] 0`:

energy and force: variance ~ r⁴/(2s⁴)

energy alone: variance ~ r²/s²

Dividing the first limit by the square of the second gives `force_labels_double_order`: the variance with forces, over the square of the variance without them, tends to 1/2. If `E` contains only the origin, there is no x ≠ 0 and the limits say nothing.

For a Gaussian-process model of a potential-energy surface with this kernel in the atomic coordinates, this describes the gain from the force near a single reference configuration whose energy and force are both known without noise.
